# For a single mode $e^{iwt}$, raising the order of binomial extrapolation reduces the error exactly when $0 < |2\sin(wh/2)| < 1$

Take one component of the motion of an orbital vector, $x(t) = e^{iwt}v$ with angular frequency $w$ and a fixed vector $v \neq 0$, and let it be known at the earlier times $t-h, t-2h, \dots$ for a time step $h$. The simplest prediction of $x(t)$ is the last known value. Going back one step multiplies the vector by the phase $q = e^{-iwh}$, so the error is

$$x(t) - x(t-h) = (1-q)\,x(t).$$

Linear extrapolation uses two earlier values, and its error is

$$x(t) - \bigl[2x(t-h) - x(t-2h)\bigr] = (1 - 2q + q^2)\,x(t) = (1-q)^2\,x(t).$$

The second order has multiplied the error by the same factor $1-q$ once more. Its modulus is $|1-q| = |2\sin(wh/2)|$, so the second prediction is better than the first if this number lies strictly between 0 and 1, and worse if it exceeds 1. The same holds between any two orders.

In molecular dynamics such a prediction can supply the starting orbitals for the next electronic-structure solve. The results below measure its quality by the distance to the true vector, for motion at one frequency or at finitely many superposed ones.

## Orbital vectors and the predictor

The vectors live in `E`, an arbitrary complex normed space. This may be a space of basis-set coefficients or a space of functions, and neither finite dimension nor an inner product is required.

```lean
import Mathlib

open Filter Topology

namespace OrbitalExtrapolation

noncomputable section

variable {E : Type*} [NormedAddCommGroup E] [NormedSpace ℂ E]
```

The prediction of order $k$ combines $k$ earlier values with alternating binomial weights:

$$P_k(t) = \sum_{j=1}^{k} (-1)^{j+1}\binom{k}{j}\,x(t-jh).$$

For $k=1$ and $k=2$ these are the two predictions above. For $k=3$ the weights are $3, -3, 1$. In Lean a trajectory is a function `x : ℝ → E`, and `Finset.Icc 1 k` is the range $1,\dots,k$. For $k=0$ the sum is empty and the prediction is the zero vector.

```lean
/-- The order-`k` prediction of `x t` from the `k` earlier values `x (t - h), ..., x (t - k h)`,
with alternating binomial weights. -/
def predict (k : ℕ) (h : ℝ) (x : ℝ → E) (t : ℝ) : E :=
  ∑ j ∈ Finset.Icc 1 k, ((-1 : ℂ) ^ (j + 1) * (k.choose j : ℂ)) • x (t - j * h)
```

The error is the true value minus the prediction, $x(t) - P_k(t)$. The earlier values enter as exact values of the trajectory, without any residual from an unfinished iteration.

```lean
/-- The error of the order-`k` prediction: the true value minus the predicted one. -/
def predictError (k : ℕ) (h : ℝ) (x : ℝ → E) (t : ℝ) : E :=
  x t - predict k h x t
```

The single vibration is $x(t) = e^{iwt}v$. Here $w$ stands for the frequency of the nuclear motion that the orbital follows, and $v$ for the amplitude of the response. The mode is meant as one component of the orbital's motion: a whole orbital of this form would change only by a global phase and would remain the same physical state. The vector $v$ need not be normalised. The scalar signal $e^{iwt}$ is the case $E = \mathbb{C}$, $v = 1$.

```lean
/-- A vector `v` vibrating at the angular frequency `w`: `x(t) = exp(i w t) v`. -/
def mode (w : ℝ) (v : E) (t : ℝ) : E :=
  Complex.exp (((w * t : ℝ) : ℂ) * Complex.I) • v
```

The number that decides everything is $r = |2\sin(wh/2)|$, called `errorFactor w h` in the code. It depends on the frequency and the time step only through their product.

```lean
/-- The number `|2 sin(w h / 2)|` for angular frequency `w` and time step `h`. -/
def errorFactor (w h : ℝ) : ℝ := |2 * Real.sin (w * h / 2)|
```

## The error is a backward difference

This step holds for any trajectory, vibrating or not. Subtracting the prediction changes the sign of each weight, and the true value $x(t)$ is the missing term $j=0$, because $(-1)^0\binom{k}{0} = 1$:

$$x(t) - P_k(t) = \sum_{j=0}^{k} (-1)^{j}\binom{k}{j}\,x(t-jh).$$

The right-hand side is the $k$-th backward difference of $x$. In the proof, `shift` renumbers the sum over $1,\dots,n$ so that it starts at zero, by induction on $n$. Then `Finset.sum_range_succ'` splits the term $j=0$ off the difference, `zeroTerm` identifies it with $x(t)$, and the remaining terms are compared one by one.

```lean
/-- For any trajectory, the prediction error is the `k`-th backward difference. -/
theorem predictError_eq_difference (k : ℕ) (h : ℝ) (x : ℝ → E) (t : ℝ) :
    predictError k h x t =
      ∑ j ∈ Finset.range (k + 1), ((-1 : ℂ) ^ j * (k.choose j : ℂ)) • x (t - j * h) := by
  have shift : ∀ (f : ℕ → E) (n : ℕ),
      ∑ j ∈ Finset.Icc 1 n, f j = ∑ j ∈ Finset.range n, f (j + 1) := by
    intro f n
    induction n with
    | zero => simp
    | succ n ih => rw [Finset.sum_Icc_succ_top (by omega), ih, Finset.sum_range_succ]
  -- the true value is the term `j = 0` of the difference
  have zeroTerm : ((-1 : ℂ) ^ 0 * (k.choose 0 : ℂ)) • x (t - (0 : ℕ) * h) = x t := by simp
  unfold predictError predict
  rw [shift, Finset.sum_range_succ', zeroTerm, sub_eq_add_neg, add_comm,
    ← Finset.sum_neg_distrib]
  congr 1
  refine Finset.sum_congr rfl fun j _ => ?_
  rw [← neg_smul]
  congr 1
  ring
```

## A vibration turns the difference into a power

For the single vibration, going back $j$ steps multiplies the vector by $q^j$:

$$x(t-jh) = e^{iw(t-jh)}v = e^{-ijwh}\,e^{iwt}v = q^j\,x(t).$$

Every term of the difference is therefore a multiple of the same vector $x(t)$, and the binomial theorem sums the coefficients:

$$x(t) - P_k(t) = \Bigl[\sum_{j=0}^{k}\binom{k}{j}(-q)^j\Bigr]x(t) = (1-q)^k\,x(t).$$

The lemma `back` is the first display. The rewriting with `add_pow` expands $(-q+1)^k$, after which the two sums agree term by term.

```lean
/-- For a single vibration, the order-`k` error is the true value multiplied by
`(1 - exp(-i w h)) ^ k`. -/
theorem predictError_mode (k : ℕ) (w h : ℝ) (v : E) (t : ℝ) :
    predictError k h (mode w v) t =
      (1 - Complex.exp (((-(w * h) : ℝ) : ℂ) * Complex.I)) ^ k • mode w v t := by
  -- going back `j` steps multiplies the mode by the `j`-th power of one phase
  have back : ∀ j : ℕ, mode w v (t - j * h) =
      Complex.exp (((-(w * h) : ℝ) : ℂ) * Complex.I) ^ j • mode w v t := by
    intro j
    unfold mode
    rw [smul_smul, ← Complex.exp_nat_mul, ← Complex.exp_add]
    congr 2
    push_cast
    ring
  rw [predictError_eq_difference, sub_eq_neg_add, add_pow, Finset.sum_smul]
  refine Finset.sum_congr rfl fun j _ => ?_
  rw [back, smul_smul, neg_pow (Complex.exp _) j, one_pow]
  congr 1
  ring
```

## The modulus of one factor

Taking out the phase of half a step leaves a difference of two conjugate exponentials:

$$1 - e^{-iwh} = e^{-iwh/2}\bigl(e^{iwh/2} - e^{-iwh/2}\bigr) = e^{-iwh/2}\cdot 2i\sin(wh/2).$$

The phase and the factor $i$ have modulus 1, so $|1-q| = |2\sin(wh/2)| = r$.

The auxiliary facts follow this line. `h1` writes the phase of a full step as the square of that of a half step, `h2` says that opposite half-step phases cancel, and `h3` is Euler's formula for the sine. Together they give `key`, which is the display above, and the last rewriting takes the modulus of each factor.

```lean
/-- The phase change over one step satisfies `|1 - exp(-i w h)| = |2 sin(w h / 2)|`. -/
theorem norm_one_sub_phase (w h : ℝ) :
    ‖1 - Complex.exp (((-(w * h) : ℝ) : ℂ) * Complex.I)‖ = errorFactor w h := by
  have h1 : Complex.exp (((-(w * h) : ℝ) : ℂ) * Complex.I) =
      Complex.exp (((-(w * h / 2) : ℝ) : ℂ) * Complex.I) *
        Complex.exp (((-(w * h / 2) : ℝ) : ℂ) * Complex.I) := by
    rw [← Complex.exp_add]
    congr 1
    push_cast
    ring
  have h2 : Complex.exp (((-(w * h / 2) : ℝ) : ℂ) * Complex.I) *
      Complex.exp (((w * h / 2 : ℝ) : ℂ) * Complex.I) = 1 := by
    rw [← Complex.exp_add, ← Complex.exp_zero]
    congr 1
    push_cast
    ring
  have h3 : ((2 * Real.sin (w * h / 2) : ℝ) : ℂ) * Complex.I =
      Complex.exp (((w * h / 2 : ℝ) : ℂ) * Complex.I) -
        Complex.exp (((-(w * h / 2) : ℝ) : ℂ) * Complex.I) := by
    rw [Complex.exp_mul_I, Complex.exp_mul_I]
    push_cast
    rw [Complex.cos_neg, Complex.sin_neg]
    ring
  -- take out the phase of half a step
  have key : 1 - Complex.exp (((-(w * h) : ℝ) : ℂ) * Complex.I) =
      Complex.exp (((-(w * h / 2) : ℝ) : ℂ) * Complex.I) *
        (((2 * Real.sin (w * h / 2) : ℝ) : ℂ) * Complex.I) := by
    rw [h1, h3]
    linear_combination -h2
  rw [key, norm_mul, norm_mul, Complex.norm_exp_ofReal_mul_I, Complex.norm_I,
    Complex.norm_real, Real.norm_eq_abs, one_mul, mul_one, errorFactor]
```

Since $\|x(t)\| = \|v\|$ at all times, the size of the error is now known exactly:

$$\|x(t) - P_k(t)\| = r^k\,\|v\|.$$

Relative to the amplitude of the vibration, the error of order $k$ is $r^k$, whatever the time $t$. For $v$ of norm 1 this is the error itself.

```lean
/-- The order-`k` error for a single vibration has norm `|2 sin(w h / 2)| ^ k` times the norm
of the vibrating vector, at every time. -/
theorem norm_predictError_mode (k : ℕ) (w h : ℝ) (v : E) (t : ℝ) :
    ‖predictError k h (mode w v) t‖ = errorFactor w h ^ k * ‖v‖ := by
  rw [predictError_mode, norm_smul, norm_pow, norm_one_sub_phase, mode, norm_smul,
    Complex.norm_exp_ofReal_mul_I, one_mul]
```

## When a higher order is better

Compare two orders $1 \le k < m$ for a vector $v \neq 0$. Dividing by $\|v\|$ leaves the question when $r^m < r^k$, and there are three cases.

- If $r = 0$, both powers vanish and both predictions are exact, so neither is better.
- If $0 < r < 1$, the powers decrease strictly, and the higher order wins.
- If $r \ge 1$, then $r^m \ge r^k$, and the higher order is no better.

The theorem `higher_order_better_iff` states the resulting equivalence for every such pair of orders, every real $w$ and $h$, and every time $t$. The criterion does not involve $k$ or $m$: if going from order 1 to order 2 helps, so does every further increase.

The two conditions on $k$ and $v$ are needed. With $k=0$ and $r=0$, the error falls from $\|v\|$ to zero although $r$ is not positive. With $v=0$, all errors are zero and no order is strictly better, whatever $r$ is.

In the proof, `mul_lt_mul_iff_of_pos_right` performs the division by $\|v\|$. The forward direction excludes $r=0$ and $r\ge 1$ by contradiction, and the reverse direction is the strict decrease of powers.

```lean
/-- For a nonzero vibrating vector, raising the order from `k ≥ 1` to any `m > k` makes the
error strictly smaller exactly when `0 < |2 sin(w h / 2)| < 1`. -/
theorem higher_order_better_iff {k m : ℕ} (hk : 1 ≤ k) (hkm : k < m) (w h : ℝ)
    {v : E} (hv : v ≠ 0) (t : ℝ) :
    ‖predictError m h (mode w v) t‖ < ‖predictError k h (mode w v) t‖ ↔
      0 < errorFactor w h ∧ errorFactor w h < 1 := by
  have hv' : 0 < ‖v‖ := norm_pos_iff.mpr hv
  have h0 : 0 ≤ errorFactor w h := abs_nonneg _
  rw [norm_predictError_mode, norm_predictError_mode, mul_lt_mul_iff_of_pos_right hv']
  constructor
  · intro hlt
    constructor
    · -- a vanishing factor makes both orders exact
      refine lt_of_le_of_ne h0 fun hz => ?_
      rw [← hz, zero_pow (by omega), zero_pow (by omega)] at hlt
      exact lt_irrefl _ hlt
    · by_contra hge
      exact not_lt_of_ge (pow_le_pow_right₀ (not_lt.mp hge) hkm.le) hlt
  · rintro ⟨hpos, hlt⟩
    exact pow_lt_pow_right_of_lt_one₀ hpos hlt hkm
```

## More than six steps per period

Suppose that $0 < wh \le \pi$, which means at least two time steps per period. Then $wh/2$ lies between 0 and $\pi/2$, where the sine is positive and strictly increasing, and

$$2\sin(wh/2) < 1 \iff \sin(wh/2) < \sin(\pi/6) \iff wh < \pi/3.$$

A period contains $2\pi/(wh)$ steps, so the condition says that there are more than six. At exactly six steps $r = 1$, and all orders have the same error.

For faster vibrations the simple form of the criterion can fail. When $5\pi/3 < wh < 2\pi$, the factor $r$ lies between 0 and 1 again, because the sampled values look like those of a slow vibration.

The code obtains the second equivalence, `h6`, from the strict monotonicity of the sine, and then inserts the value $\sin(\pi/6) = 1/2$.

```lean
/-- If `0 < w h ≤ π` and the vibrating vector is nonzero, raising the order from `k ≥ 1` to
`m > k` makes the error strictly smaller exactly when `w h < π / 3`, that is, when there are
more than six time steps per period. -/
theorem higher_order_better_iff_six_steps {k m : ℕ} (hk : 1 ≤ k) (hkm : k < m) {w h : ℝ}
    (hpos : 0 < w * h) (hle : w * h ≤ Real.pi) {v : E} (hv : v ≠ 0) (t : ℝ) :
    ‖predictError m h (mode w v) t‖ < ‖predictError k h (mode w v) t‖ ↔
      w * h < Real.pi / 3 := by
  have hpi := Real.pi_pos
  have hs : 0 < Real.sin (w * h / 2) :=
    Real.sin_pos_of_pos_of_lt_pi (by linarith) (by linarith)
  have he : errorFactor w h = 2 * Real.sin (w * h / 2) := abs_of_pos (by linarith)
  -- the sine increases up to a quarter turn and equals `1 / 2` at `π / 6`
  have h6 : Real.sin (w * h / 2) < Real.sin (Real.pi / 6) ↔ w * h / 2 < Real.pi / 6 :=
    Real.strictMonoOn_sin.lt_iff_lt ⟨by linarith, by linarith⟩ ⟨by linarith, by linarith⟩
  rw [Real.sin_pi_div_six] at h6
  rw [higher_order_better_iff hk hkm w h hv t, he]
  constructor
  · rintro ⟨_, h1⟩
    have := h6.1 (by linarith)
    linarith
  · intro h1
    have := h6.2 (by linarith)
    exact ⟨by linarith, by linarith⟩
```

## Several vibrations at once

Let the orbital be a finite sum of vibrations with frequencies $w_a$ and vectors $v_a$, and write $r_a = |2\sin(w_a h/2)|$. The predictor is linear in the trajectory, so the errors add, and the triangle inequality gives

$$\|x(t) - P_k(t)\| \le \sum_a r_a^k\,\|v_a\|.$$

This form includes a real vibration about a mean orbital, which consists of the frequencies $0$, $w$ and $-w$. The constant part has $r_a = 0$ and is predicted exactly for $k \ge 1$, while the other two parts share one factor.

In the proof, `lin` exchanges the sum over $j$ with the sum over $a$, and `split` carries this over to the error. The norm of each single error is already known.

```lean
/-- For a superposition of finitely many vibrations, the norm of the order-`k` error is at most
the sum of the error norms of the single vibrations. -/
theorem norm_predictError_superposition_le {ι : Type*} [Fintype ι] (k : ℕ) (h : ℝ)
    (w : ι → ℝ) (v : ι → E) (t : ℝ) :
    ‖predictError k h (fun s => ∑ a, mode (w a) (v a) s) t‖ ≤
      ∑ a, errorFactor (w a) h ^ k * ‖v a‖ := by
  have lin : predict k h (fun s => ∑ a, mode (w a) (v a) s) t =
      ∑ a, predict k h (mode (w a) (v a)) t := by
    simp only [predict, Finset.smul_sum]
    exact Finset.sum_comm
  have split : predictError k h (fun s => ∑ a, mode (w a) (v a) s) t =
      ∑ a, predictError k h (mode (w a) (v a)) t := by
    simp only [predictError, lin, Finset.sum_sub_distrib]
  rw [split]
  refine (norm_sum_le _ _).trans (le_of_eq ?_)
  exact Finset.sum_congr rfl fun a _ => norm_predictError_mode k (w a) h (v a) t
```

The result for several vibrations is an upper bound, since the single errors may partly cancel. It therefore does not settle which of two given orders is better for a superposition. It does settle the limit of high order at fixed time step: if every $r_a < 1$, each term $r_a^k\|v_a\|$ tends to zero, and so does their finite sum. The hypothesis `hr` is this condition on all the frequencies present, including the fastest. The proof takes the limit term by term in `lim` and then squeezes the error between zero and the bound.

```lean
/-- If `|2 sin(w h / 2)| < 1` for each of finitely many superposed vibrations, the prediction
error tends to zero as the order grows at fixed time step. -/
theorem predictError_superposition_tendsto_zero {ι : Type*} [Fintype ι] (h : ℝ)
    (w : ι → ℝ) (v : ι → E) (hr : ∀ a, errorFactor (w a) h < 1) (t : ℝ) :
    Tendsto (fun k : ℕ => predictError k h (fun s => ∑ a, mode (w a) (v a) s) t)
      atTop (𝓝 0) := by
  have lim : Tendsto (fun k : ℕ => ∑ a, errorFactor (w a) h ^ k * ‖v a‖) atTop
      (𝓝 (∑ a, 0 * ‖v a‖)) :=
    tendsto_finsetSum Finset.univ fun a _ =>
      (tendsto_pow_atTop_nhds_zero_of_lt_one
        (show 0 ≤ errorFactor (w a) h from abs_nonneg _) (hr a)).mul_const ‖v a‖
  simp only [zero_mul, Finset.sum_const_zero] at lim
  exact squeeze_zero_norm (fun k => norm_predictError_superposition_le k h w v t) lim

end

end OrbitalExtrapolation
```

```lean
#print axioms OrbitalExtrapolation.higher_order_better_iff
#print axioms OrbitalExtrapolation.higher_order_better_iff_six_steps
#print axioms OrbitalExtrapolation.predictError_superposition_tendsto_zero
```

```
'OrbitalExtrapolation.higher_order_better_iff' depends on axioms: [propext, Classical.choice, Quot.sound]
'OrbitalExtrapolation.higher_order_better_iff_six_steps' depends on axioms: [propext, Classical.choice, Quot.sound]
'OrbitalExtrapolation.predictError_superposition_tendsto_zero' depends on axioms: [propext, Classical.choice, Quot.sound]
```

## Starting orbitals in a molecular dynamics run

In a Born–Oppenheimer run, a program that uses this predictor keeps the converged orbital coefficients $C$ of the last few time steps. With $k=3$ it forms

$$3\,C(t-h) - 3\,C(t-2h) + C(t-3h),$$

orthonormalises the columns with the overlap matrix of the new geometry, and passes them to the self-consistent or eigenvalue iteration as its starting vectors. An eigensolver may return orbitals with arbitrary phases, or mixed within a degenerate level, so the stored sets should be aligned with one another before they are combined. Otherwise they may not sample a smooth trajectory.

For a single component $e^{iwt}v$ with a period of 10 fs and a time step of 0.5 fs, there are twenty steps per period and $r = 2\sin(\pi/20) \approx 0.313$. The error relative to the amplitude, before any orthonormalisation, is then about 0.31, 0.098 and 0.031 for orders 1, 2 and 3. With a time step of 2 fs there are only five steps per period. Then $r \approx 1.18$, and order 3 gives a relative error of about 1.62, which is worse than reusing the last value unchanged. For a real vibration about a mean orbital, $r^k$ is the largest error over time relative to the largest displacement, and at single instants a different order may be the better one.

The stored orbitals are converged only to some tolerance. If each is off by at most $\varepsilon$ in norm, the prediction inherits an additional error of at most $(2^k-1)\,\varepsilon$, since $2^k-1$ is the sum of the absolute weights. This worst-case bound grows with the order, so unconverged orbitals can limit the useful order even where $r < 1$.
